# For a tight-binding ring of N ≥ 3 sites, the matrix element of Hᵏ from site 0 to site x is a sum of three infinite-chain images when |x| + k ≤ N

`ring_images` concerns one particle on a finite ring of N ≥ 3 sites, with arbitrary real site energies and a uniform real nearest-neighbour hopping t. It states that, when |x| + k ≤ N, the entry (Hᵏ)ₓ₀ equals the sum of the amplitudes at x − N, x and x + N after k applications of the infinite-chain Hamiltonian to the state localised at the origin, the chain repeating the ring's energies periodically. These amplitudes are unnormalised: a normalised ring amplitude would need division by the norm of Hᵏ applied to the localised state, where that norm is non-zero. The attempt goes by induction on k: the base case asks which image sits at the origin, and the step uses `ringH_action`, the site-by-site action of H.

An attempt in Lean 4 with a fault in it:

```lean
import Mathlib

open Matrix

namespace RingImages

noncomputable section

/-- For `N ≥ 3`, the Hamiltonian of a ring of `N` sites with site energies `ε` and nearest-neighbour
hopping `t`. -/
def ringH (N : ℕ) (t : ℝ) (ε : ZMod N → ℝ) : Matrix (ZMod N) (ZMod N) ℝ :=
  fun i j => if i = j then ε i else if i = j + 1 ∨ j = i + 1 then t else 0

/-- Amplitude at site `x` of the infinite chain after `k` applications of its Hamiltonian
to the state localised at the origin. -/
def chainAmp (t : ℝ) (ε : ℤ → ℝ) : ℕ → ℤ → ℝ
  | 0, x => if x = 0 then 1 else 0
  | k + 1, x => ε x * chainAmp t ε k x + t * (chainAmp t ε k (x - 1) + chainAmp t ε k (x + 1))

/-- On a ring of at least three sites the Hamiltonian multiplies by the site energy and
hops from the two neighbours. -/
theorem ringH_action {N : ℕ} [NeZero N] (hN : 3 ≤ N) (t : ℝ) (ε v : ZMod N → ℝ) (i : ZMod N) :
    (ringH N t ε *ᵥ v) i = ε i * v i + t * (v (i - 1) + v (i + 1)) := by
  have h1 : (1 : ZMod N) ≠ 0 := by
    intro h
    have h' : ((1 : ℕ) : ZMod N) = 0 := by rw [Nat.cast_one]; exact h
    have := Nat.le_of_dvd (by norm_num) ((CharP.cast_eq_zero_iff (ZMod N) N 1).1 h')
    omega
  have h2 : (2 : ZMod N) ≠ 0 := by
    intro h
    have h' : ((2 : ℕ) : ZMod N) = 0 := by exact_mod_cast h
    have := Nat.le_of_dvd (by norm_num) ((CharP.cast_eq_zero_iff (ZMod N) N 2).1 h')
    omega
  have n1 : i ≠ i - 1 := fun h => h1 (by linear_combination h)
  have n2 : i ≠ i + 1 := fun h => h1 (by linear_combination (-1 : ZMod N) * h)
  have n3 : i - 1 ≠ i + 1 := fun h => h2 (by linear_combination (-1 : ZMod N) * h)
  -- the three entries of a row that can be non-zero sit on distinct sites
  have entry : ∀ j, ringH N t ε i j = (if j = i then ε i else 0) +
      ((if j = i - 1 then t else 0) + (if j = i + 1 then t else 0)) := by
    intro j
    have hdef : ringH N t ε i j =
      if i = j then ε i else if i = j + 1 ∨ j = i + 1 then t else 0 := rfl
    have a : i = j + 1 ↔ j = i - 1 :=
      ⟨fun h => by rw [h]; ring, fun h => by rw [h]; ring⟩
    by_cases e0 : j = i
    · rw [e0, if_pos rfl, if_neg n1, if_neg n2]
      simp [ringH]
    · have e0' : ¬ i = j := fun h => e0 h.symm
      rw [hdef, if_neg e0', if_neg e0]
      by_cases e1 : j = i - 1
      · have e2 : ¬ j = i + 1 := by rw [e1]; exact n3
        rw [if_pos (Or.inl (a.2 e1)), if_pos e1, if_neg e2]
        ring
      · by_cases e2 : j = i + 1
        · rw [if_pos (Or.inr e2), if_neg e1, if_pos e2]
          ring
        · rw [if_neg (fun h => h.elim (fun h => e1 (a.1 h)) e2), if_neg e1, if_neg e2]
          ring
  change ∑ j, ringH N t ε i j * v j = _
  simp only [entry, add_mul, ite_mul, zero_mul, Finset.sum_add_distrib, Finset.sum_ite_eq',
    Finset.mem_univ, if_true]
  ring

/-- For `N ≥ 3` and `|x| + k ≤ N`, the ring amplitude is the sum of three periodic images of the
amplitude on the chain with periodically repeated energies. -/
theorem ring_images {N : ℕ} [NeZero N] (hN : 3 ≤ N) (t : ℝ) (ε : ZMod N → ℝ) (k : ℕ) (x : ℤ)
    (h : x.natAbs + k ≤ N) :
    (ringH N t ε ^ k) (x : ZMod N) 0 =
      chainAmp t (fun y : ℤ => ε (y : ZMod N)) k (x - N) +
      chainAmp t (fun y : ℤ => ε (y : ZMod N)) k x +
      chainAmp t (fun y : ℤ => ε (y : ZMod N)) k (x + N) := by
  induction k generalizing x with
  | zero =>
    have key : ((x : ZMod N) = 0) ↔ (x - N = 0 ∨ x = 0 ∨ x + N = 0) := by
      rw [CharP.intCast_eq_zero_iff (ZMod N) N x]
      constructor
      · rintro ⟨c, hc⟩
        have hN' : (3 : ℤ) ≤ N := by omega
        have b1 : x ≤ N := by omega
        have b2 : -(N : ℤ) ≤ x := by omega
        have c1 : c ≤ 1 := by
          by_contra hh
          have : 2 ≤ c := by omega
          nlinarith
        have c2 : -1 ≤ c := by
          by_contra hh
          have : c ≤ -2 := by omega
          nlinarith
        interval_cases c <;> omega
      · rintro (h | h | h)
        · exact ⟨1, by omega⟩
        · exact ⟨0, by omega⟩
        · exact ⟨-1, by omega⟩
    simp only [pow_zero, Matrix.one_apply, chainAmp, key]
    split_ifs <;> simp <;> omega
  | succ k ih =>
    have ha : (ringH N t ε ^ (k + 1)) (x : ZMod N) 0 =
        (ringH N t ε *ᵥ (fun j => (ringH N t ε ^ k) j 0)) (x : ZMod N) := by
      rw [pow_succ']
      rfl
    have e1 : (x : ZMod N) - 1 = ((x - 1 : ℤ) : ZMod N) := by simp
    have e2 : (x : ZMod N) + 1 = ((x + 1 : ℤ) : ZMod N) := by simp
    have p1 : ((x - N : ℤ) : ZMod N) = x := by simp
    have p2 : ((x + N : ℤ) : ZMod N) = x := by simp
    have q1 : x - 1 - (N : ℤ) = x - N - 1 := by ring
    have q2 : x - 1 + (N : ℤ) = x + N - 1 := by ring
    have q3 : x + 1 - (N : ℤ) = x - N + 1 := by ring
    have q4 : x + 1 + (N : ℤ) = x + N + 1 := by ring
    rw [ha, ringH_action hN, e1, e2, ih x (by omega), ih (x - 1) (by omega),
      ih (x + 1) (by omega), q1, q2, q3, q4]
    simp only [chainAmp, p1, p2]
    ring

end

end RingImages
```

Compiling this gives:

```
Main.lean:95:18: error: `simp` made no progress
```

Cause. The message means that `simp` was given a goal it could not change, which Lean treats as an error. It points at the `simp` after `split_ifs` in the base case. `split_ifs` splits on the disjunction and on its three equations separately, so it also produces combinations that cannot occur. The message does not print the goal, but the one that fits is `0 = 1 + 1 + 1`, where the disjunction is assumed false and all three equations true. It has no zero summand to remove and no common term to cancel, and plain `simp` does not add up these real numerals. The hypotheses are contradictory, so `omega` could have closed the goal, but it runs only after `simp` succeeds.

The repair splits on the three equations in turn. `omega` proves the remaining conditions false where needed, and `rw` with `if_pos` and `if_neg` evaluates every `if`. Only true sums such as `1 = 1 + 0 + 0` or `0 = 0 + 0 + 0` are left, and `norm_num` closes them. The added comment is mere tidying.

The repair, with which the file compiles:

```diff
@@ -93,5 +93,19 @@
         · exact ⟨-1, by omega⟩
     simp only [pow_zero, Matrix.one_apply, chainAmp, key]
-    split_ifs <;> simp <;> omega
+    -- at most one of the three images sits at the origin
+    by_cases a : x - (N : ℤ) = 0
+    · rw [if_pos (Or.inl a), if_pos a, if_neg (show ¬ x = 0 by omega),
+        if_neg (show ¬ x + (N : ℤ) = 0 by omega)]
+      norm_num
+    · by_cases b : x = 0
+      · rw [if_pos (Or.inr (Or.inl b)), if_neg a, if_pos b,
+          if_neg (show ¬ x + (N : ℤ) = 0 by omega)]
+        norm_num
+      · by_cases c : x + (N : ℤ) = 0
+        · rw [if_pos (Or.inr (Or.inr c)), if_neg a, if_neg b, if_pos c]
+          norm_num
+        · rw [if_neg (show ¬ (x - (N : ℤ) = 0 ∨ x = 0 ∨ x + (N : ℤ) = 0) by omega),
+            if_neg a, if_neg b, if_neg c]
+          norm_num
   | succ k ih =>
     have ha : (ringH N t ε ^ (k + 1)) (x : ZMod N) 0 =
```
